# The Bose function at positive argument as a sum of Boltzmann factors

For every real x > 0, the lemma states that the series of exponentials e^(−(n+1)x), with n running over the natural numbers from zero, converges to 1/(e^x − 1). If x is read as a mode's excitation energy divided by the thermal energy, the sum is the mode's Bose–Einstein mean occupation at zero chemical potential, written as a series of Boltzmann factors. The proof takes the geometric series with ratio e^(−x), which converges because that ratio is non-negative and less than one, and multiplies it by e^(−x). It then rewrites the terms and the sum into the stated form.

The first attempt, which Lean rejects:

```lean
import Mathlib

open Real MeasureTheory Set

namespace LandauPhononNormalDensity

noncomputable section

/-- The Bose function is a sum of Boltzmann factors. -/
theorem bose_series {x : ℝ} (hx : 0 < x) :
    HasSum (fun n : ℕ => exp (-(((n : ℝ) + 1) * x))) (1 / (exp x - 1)) := by
  have hq : exp (-x) < 1 := Real.exp_lt_one (by linarith)
  have h := (hasSum_geometric_of_lt_one (exp_pos (-x)).le hq).mul_left (exp (-x))
  have e : (fun n : ℕ => exp (-(((n : ℝ) + 1) * x))) =
      fun n : ℕ => exp (-x) * exp (-x) ^ n := by
    funext n
    rw [← Real.exp_nat_mul, ← Real.exp_add]
    congr 1
    ring
  have hy : exp x - 1 ≠ 0 := (sub_pos.mpr (Real.one_lt_exp_iff.mpr hx)).ne'
  have v : 1 / (exp x - 1) = exp (-x) * (1 - exp (-x))⁻¹ := by
    have hy0 := (exp_pos x).ne'
    rw [Real.exp_neg, show 1 - (exp x)⁻¹ = (exp x - 1) / exp x by field_simp]
    field_simp
  rw [e, v]
  exact h

end

end LandauPhononNormalDensity
```

Messages:

```
Main.lean:12:28: error(lean.unknownIdentifier): Unknown constant `Real.exp_lt_one`
```

What went wrong. The message says that Lean knows no constant called `Real.exp_lt_one`. The attempt used that name to prove `hq`, the bound `exp (-x) < 1` that the geometric series needs. The bound itself is true, since `x` is positive; what failed was the lookup of the lemma's name.

The repair uses `Real.exp_lt_one_iff` instead, an equivalence between the exponential of a real number being less than one and that number being negative. Its `.mpr` direction goes from the negative exponent to the bound, so what remains to be shown is `-x < 0`. The `by linarith` already in the line proves this from `hx : 0 < x`. Nothing else in the proof had to change.

The repair, with which the file compiles:

```diff
@@ -10,5 +10,5 @@
 theorem bose_series {x : ℝ} (hx : 0 < x) :
     HasSum (fun n : ℕ => exp (-(((n : ℝ) + 1) * x))) (1 / (exp x - 1)) := by
-  have hq : exp (-x) < 1 := Real.exp_lt_one (by linarith)
+  have hq : exp (-x) < 1 := Real.exp_lt_one_iff.mpr (by linarith)
   have h := (hasSum_geometric_of_lt_one (exp_pos (-x)).le hq).mul_left (exp (-x))
   have e : (fun n : ℕ => exp (-(((n : ℝ) + 1) * x))) =
```
